# Ladder commutators with every mode and the trace fix the fermionic number operator in dimension $2^M$

Q: A program hands me a matrix $X$ that is supposed to count electrons in $M$ spin orbitals. I check that it has the right commutators with the creation matrices $c_p$ and the annihilation matrices $a_p$. If other matrices pass the same check, $X$ may differ from $N=\sum_p c_p a_p$, and fixing $\langle X\rangle$ then selects the wrong states. What rules that out?

A: If $[X,c_p]=c_p$ and $[X,a_p]=-a_p$ for all $p$, then $X=N+\mu 1$ for some complex number $\mu$. The trace condition $\operatorname{tr}X=M2^M/2$ gives $\mu=0$. This covers finitely many modes on a space of dimension exactly $2^M$, such as a finite orbital basis encoded on $M$ qubits.

```lean
import Mathlib

open Matrix

namespace FermionNumberOperator

variable {M : ℕ} {ι : Type*} [Fintype ι] [DecidableEq ι]
```

Q: Where is the Fock space in that code?

A: It is the space of complex vectors indexed by the finite type `ι`; its dimension enters later, as a hypothesis. The modes are labelled by `Fin M`, and the physics is in the relations, with $\{A,B\}=AB+BA$:
$$\{a_p,a_q\}=0,\qquad \{c_p,c_q\}=0,\qquad \{a_p,c_q\}=\delta_{pq}1.$$

```lean
/-- The canonical anticommutation relations for `M` modes with annihilation matrices `a p`
and creation matrices `c p`. -/
structure IsCAR (a c : Fin M → Matrix ι ι ℂ) : Prop where
  aa : ∀ p q, a p * a q + a q * a p = 0
  cc : ∀ p q, c p * c q + c q * c p = 0
  ac : ∀ p q, a p * c q + c q * a p = if p = q then 1 else 0
```

Q: Nothing there says $c_p=a_p^\dagger$.

A: The main theorem doesn't need it, so it also holds after a non-unitary similarity transformation $a_p\to Sa_pS^{-1}$, $c_p\to Sc_pS^{-1}$, which preserves the relations. The ordinary adjoint case is included. The number operator is defined as you would expect.

```lean
/-- The total number operator, the sum of `c p * a p` over all modes. -/
noncomputable def number (a c : Fin M → Matrix ι ι ℂ) : Matrix ι ι ℂ :=
  ∑ p, c p * a p
```

Q: Does $N$ itself pass the check?

A: Yes. Expanding the products gives
$$[c_pa_p,a_q]=c_p\{a_p,a_q\}-\{a_q,c_p\}a_p=-\delta_{pq}a_p,$$
and the sum over $p$ is $-a_q$. In Lean, `noncomm_ring` verifies the expansion and the relations do the rest.

```lean
/-- The commutator of the number operator with an annihilation operator is minus that
operator. -/
theorem number_comm_annihilation {a c : Fin M → Matrix ι ι ℂ} (h : IsCAR a c) (q : Fin M) :
    number a c * a q - a q * number a c = -a q := by
  have key : ∀ p, c p * a p * a q - a q * (c p * a p)
      = -((if q = p then 1 else 0) * a p) := by
    intro p
    calc c p * a p * a q - a q * (c p * a p)
        = c p * (a p * a q + a q * a p) - (a q * c p + c p * a q) * a p := by noncomm_ring
      _ = _ := by rw [h.aa, h.ac, mul_zero, zero_sub]
  rw [number, Finset.sum_mul, Finset.mul_sum, ← Finset.sum_sub_distrib,
    Finset.sum_congr rfl (fun p _ => key p)]
  simp
```

For creation, $[c_pa_p,c_q]=c_p\{a_p,c_q\}-\{c_p,c_q\}a_p=\delta_{pq}c_p$, which sums to $c_q$.

```lean
/-- The commutator of the number operator with a creation operator is that operator. -/
theorem number_comm_creation {a c : Fin M → Matrix ι ι ℂ} (h : IsCAR a c) (q : Fin M) :
    number a c * c q - c q * number a c = c q := by
  have key : ∀ p, c p * a p * c q - c q * (c p * a p)
      = c p * (if p = q then 1 else 0) := by
    intro p
    calc c p * a p * c q - c q * (c p * a p)
        = c p * (a p * c q + c q * a p) - (c p * c q + c q * c p) * a p := by noncomm_ring
      _ = _ := by rw [h.cc, h.ac, zero_mul, sub_zero]
  rw [number, Finset.sum_mul, Finset.mul_sum, ← Finset.sum_sub_distrib,
    Finset.sum_congr rfl (fun p _ => key p)]
  simp
```

Q: And why that value of the trace?

A: It says that the average of $X$ over a complete set of occupation states is $M/2$: each mode is filled in half of them. Algebraically, the trace of $a_pc_p+c_pa_p=1$ is $2^M$, and the two terms have equal trace by cyclicity. So $\operatorname{tr}(c_pa_p)=2^M/2$, and summing gives $M2^M/2$. The hypothesis `hcard` supplies the dimension.

```lean
/-- On a space of dimension `2 ^ M` the number operator has trace `M * 2 ^ M / 2`. -/
theorem trace_number {a c : Fin M → Matrix ι ι ℂ} (h : IsCAR a c)
    (hcard : Fintype.card ι = 2 ^ M) : (number a c).trace = M * 2 ^ M / 2 := by
  have key : ∀ p, (c p * a p).trace = 2 ^ M / 2 := by
    intro p
    have e := congrArg Matrix.trace (h.ac p p)
    rw [if_pos rfl, Matrix.trace_add, Matrix.trace_mul_comm (a p) (c p), Matrix.trace_one,
      hcard] at e
    push_cast at e
    linear_combination e / 2
  rw [number, Matrix.trace_sum, Finset.sum_congr rfl (fun p _ => key p), Finset.sum_const,
    Finset.card_univ, Fintype.card_fin, nsmul_eq_mul]
  ring
```

Q: Now uniqueness. Couldn't some unusual matrix commute with every mode?

A: Not in this dimension. The first step is a bound: a nonzero subspace $W$ invariant under the $a_p,c_p$ of a set $s$ of modes has dimension at least $2^{|s|}$.

The proof is by induction on $s$. With no modes, $\dim W\ge1$. Now add a mode $p\notin s$, and let $K$ be the part of $W$ with $a_pv=0$.

- $K$ is nonzero. Take $w\ne0$ in $W$. Either $a_pw=0$ and $w\in K$, or $a_pw\neq0$ lies in $K$, because $a_p^2=0$.
- $K$ is invariant under the modes in $s$. If $B$ is $a_q$ or $c_q$ with $q\in s$, then $a_pBv=-Ba_pv=0$.
- The map $(x,y)\mapsto x+c_py$ from $K\times K$ to $W$ is injective. If $x+c_py=0$, applying $a_p$ gives $0=a_pc_py=y-c_pa_py=y$, and then $x=0$.

Hence $\dim W\ge2\dim K\ge2\cdot2^{|s|}$. In the code, `generalizing W` lets the induction hypothesis apply to $K$, and `hinj` is the injectivity.

```lean
/-- A nonzero subspace that is invariant under the creation and annihilation operators of
a set `s` of modes has dimension at least `2 ^ s.card`. -/
theorem two_pow_le_finrank {a c : Fin M → Matrix ι ι ℂ} (h : IsCAR a c) (s : Finset (Fin M))
    (W : Submodule ℂ (ι → ℂ)) (hW : W ≠ ⊥)
    (hinv : ∀ p ∈ s, ∀ w ∈ W, a p *ᵥ w ∈ W ∧ c p *ᵥ w ∈ W) :
    2 ^ s.card ≤ Module.finrank ℂ W := by
  induction s using Finset.induction_on generalizing W with
  | empty =>
    rw [Finset.card_empty, pow_zero]
    exact Submodule.one_le_finrank_iff.mpr hW
  | insert p s hp ih =>
    -- `K` is the part of `W` in which mode `p` is empty
    obtain ⟨K, memK⟩ : ∃ K : Submodule ℂ (ι → ℂ), ∀ v, v ∈ K ↔ v ∈ W ∧ a p *ᵥ v = 0 :=
      ⟨W ⊓ LinearMap.ker (a p).mulVecLin, fun v => by simp⟩
    have hsq : a p * a p = 0 := by
      have h2 : (2 : ℂ) • (a p * a p) = 0 := by rw [two_smul]; exact h.aa p p
      exact (smul_eq_zero.mp h2).resolve_left two_ne_zero
    have hinvp := hinv p (Finset.mem_insert_self p s)
    have hK : K ≠ ⊥ := by
      obtain ⟨w, hw, hw0⟩ := Submodule.exists_mem_ne_zero_of_ne_bot hW
      intro hb
      by_cases h0 : a p *ᵥ w = 0
      · have hm := (memK w).2 ⟨hw, h0⟩
        rw [hb] at hm
        exact hw0 ((Submodule.mem_bot ℂ).1 hm)
      · have hm := (memK (a p *ᵥ w)).2
          ⟨(hinvp w hw).1, by rw [Matrix.mulVec_mulVec, hsq, Matrix.zero_mulVec]⟩
        rw [hb] at hm
        exact h0 ((Submodule.mem_bot ℂ).1 hm)
    -- the other modes anticommute with `a p`, hence preserve `K`
    have anti : ∀ B : Matrix ι ι ℂ, a p * B + B * a p = 0 → ∀ v, a p *ᵥ v = 0 →
        a p *ᵥ (B *ᵥ v) = 0 := by
      intro B hB v hv
      rw [Matrix.mulVec_mulVec, eq_neg_of_add_eq_zero_left hB, Matrix.neg_mulVec,
        ← Matrix.mulVec_mulVec, hv, Matrix.mulVec_zero, neg_zero]
    have ihK := ih K hK (by
      intro q hq v hv
      have hne : p ≠ q := fun e => hp (e ▸ hq)
      obtain ⟨hvW, hv0⟩ := (memK v).1 hv
      have hi := hinv q (Finset.mem_insert_of_mem hq) v hvW
      exact ⟨(memK _).2 ⟨hi.1, anti _ (h.aa p q) v hv0⟩,
        (memK _).2 ⟨hi.2, anti _ (by rw [h.ac, if_neg hne]) v hv0⟩⟩)
    have hac : ∀ y, a p *ᵥ y = 0 → a p *ᵥ (c p *ᵥ y) = y := by
      intro y hy
      have e : a p * c p = 1 - c p * a p := by
        rw [eq_sub_iff_add_eq, h.ac, if_pos rfl]
      rw [Matrix.mulVec_mulVec, e, Matrix.sub_mulVec, Matrix.one_mulVec,
        ← Matrix.mulVec_mulVec, hy, Matrix.mulVec_zero, sub_zero]
    -- `W` contains two independent copies of `K`: mode `p` empty and mode `p` filled
    obtain ⟨f, hf⟩ : ∃ f : (K × K) →ₗ[ℂ] W,
        ∀ z, (f z : ι → ℂ) = (z.1 : ι → ℂ) + c p *ᵥ (z.2 : ι → ℂ) :=
      ⟨LinearMap.codRestrict W (K.subtype.coprod ((c p).mulVecLin ∘ₗ K.subtype))
        (fun z => W.add_mem ((memK _).1 z.1.2).1 (hinvp _ ((memK _).1 z.2.2).1).2),
        fun z => rfl⟩
    have hinj : Function.Injective f := by
      rw [← LinearMap.ker_eq_bot, LinearMap.ker_eq_bot']
      rintro ⟨x, y⟩ hxy
      have e : (x : ι → ℂ) + c p *ᵥ (y : ι → ℂ) = 0 :=
        (hf (x, y)).symm.trans (congrArg Subtype.val hxy)
      have e2 : a p *ᵥ ((x : ι → ℂ) + c p *ᵥ (y : ι → ℂ)) = 0 := by
        rw [e, Matrix.mulVec_zero]
      rw [Matrix.mulVec_add, ((memK _).1 x.2).2, zero_add, hac _ ((memK _).1 y.2).2] at e2
      rw [e2, Matrix.mulVec_zero, add_zero] at e
      exact Prod.ext (Subtype.ext e) (Subtype.ext e2)
    have hle := LinearMap.finrank_le_finrank_of_injective hinj
    rw [Module.finrank_prod] at hle
    rw [Finset.card_insert_of_notMem hp, pow_succ]
    linarith
```

Q: How does a dimension bound control a matrix?

A: Let $Y$ commute with all modes. Over the complex numbers it has an eigenvalue $\mu$, with eigenspace $W\ne0$. If $B$ is any $a_p$ or $c_p$ and $w\in W$, then $YBw=BYw=\mu Bw$, so $W$ is invariant. Its dimension is therefore at least $2^M$, which makes it the whole space (`htop`), and $Y=\mu1$.

```lean
/-- On a space of dimension `2 ^ M`, a matrix that commutes with all creation and
annihilation operators is a multiple of the identity. -/
theorem scalar_of_commute {a c : Fin M → Matrix ι ι ℂ} (h : IsCAR a c)
    (hcard : Fintype.card ι = 2 ^ M) {Y : Matrix ι ι ℂ}
    (ha : ∀ p, Y * a p = a p * Y) (hc : ∀ p, Y * c p = c p * Y) :
    ∃ μ : ℂ, Y = μ • (1 : Matrix ι ι ℂ) := by
  have : Nonempty ι := Fintype.card_pos_iff.mp (by rw [hcard]; positivity)
  obtain ⟨μ, hμ⟩ := Module.End.exists_eigenvalue (Matrix.toLin' Y)
  obtain ⟨v, hv⟩ := hμ.exists_hasEigenvector
  obtain ⟨W, memW⟩ : ∃ W : Submodule ℂ (ι → ℂ), ∀ v, v ∈ W ↔ Y *ᵥ v = μ • v :=
    ⟨Module.End.eigenspace (Matrix.toLin' Y) μ, fun v => by
      rw [Module.End.mem_eigenspace_iff, Matrix.toLin'_apply]⟩
  have hW : W ≠ ⊥ := by
    intro hb
    have hm : v ∈ W := (memW v).2 (by rw [← Matrix.toLin'_apply]; exact hv.apply_eq_smul)
    rw [hb] at hm
    exact hv.2 ((Submodule.mem_bot ℂ).1 hm)
  have inv : ∀ B : Matrix ι ι ℂ, Y * B = B * Y → ∀ w ∈ W, B *ᵥ w ∈ W := by
    intro B hB w hw
    rw [memW, Matrix.mulVec_mulVec, hB, ← Matrix.mulVec_mulVec, (memW w).1 hw,
      Matrix.mulVec_smul]
  -- the eigenspace is invariant, so it is too large to be a proper subspace
  have hdim := two_pow_le_finrank h Finset.univ W hW
    (fun p _ w hw => ⟨inv _ (ha p) w hw, inv _ (hc p) w hw⟩)
  rw [Finset.card_univ, Fintype.card_fin] at hdim
  have htop : W = ⊤ := Submodule.eq_top_of_finrank_eq
    (le_antisymm (Submodule.finrank_le W)
      (by rw [Module.finrank_fintype_fun_eq_card, hcard]; exact hdim))
  refine ⟨μ, Matrix.toLin'.injective (LinearMap.ext fun w => ?_)⟩
  have hw : w ∈ W := by rw [htop]; exact Submodule.mem_top
  rw [Matrix.toLin'_apply, Matrix.toLin'_apply, (memW w).1 hw, Matrix.smul_mulVec,
    Matrix.one_mulVec]
```

Apply this to $Y=X-N$. Both matrices have the same commutators with every mode, so $Y$ commutes with all of them and $X=N+\mu1$. Conversely, adding a constant changes no commutator.

```lean
/-- On a space of dimension `2 ^ M`, a matrix has the ladder commutators with all modes exactly when
it is the number operator plus a constant. -/
theorem ladder_iff_number_add_const {a c : Fin M → Matrix ι ι ℂ} (h : IsCAR a c)
    (hcard : Fintype.card ι = 2 ^ M) (X : Matrix ι ι ℂ) :
    ((∀ p, X * c p - c p * X = c p) ∧ (∀ p, X * a p - a p * X = -a p)) ↔
      ∃ μ : ℂ, X = number a c + μ • (1 : Matrix ι ι ℂ) := by
  constructor
  · rintro ⟨hc, ha⟩
    obtain ⟨μ, hμ⟩ := scalar_of_commute h hcard (Y := X - number a c)
      (fun p => by
        rw [sub_mul, mul_sub]
        exact sub_eq_sub_iff_sub_eq_sub.mp
          ((ha p).trans (number_comm_annihilation h p).symm))
      (fun p => by
        rw [sub_mul, mul_sub]
        exact sub_eq_sub_iff_sub_eq_sub.mp ((hc p).trans (number_comm_creation h p).symm))
    exact ⟨μ, by rw [← hμ, add_sub_cancel]⟩
  · rintro ⟨μ, rfl⟩
    constructor <;> intro p <;>
      rw [add_mul, mul_add, smul_mul_assoc, mul_smul_comm, one_mul, mul_one,
        add_sub_add_right_eq_sub]
    · exact number_comm_creation h p
    · exact number_comm_annihilation h p
```

Q: Then the trace removes the constant?

A: Yes: $\operatorname{tr}X=M2^M/2+\mu2^M$, so the trace condition gives $\mu2^M=0$. In words, the next theorem says that for matrices obeying the relations, on an index type with $2^M$ elements, $X=N$ exactly when both families of commutators and the trace condition hold. The division by 2 takes place in the complex numbers.

```lean
/-- On a space of dimension `2 ^ M`, a matrix is the number operator exactly when it has the
ladder commutators with all modes and trace `M * 2 ^ M / 2`. -/
theorem eq_number_iff {a c : Fin M → Matrix ι ι ℂ} (h : IsCAR a c)
    (hcard : Fintype.card ι = 2 ^ M) (X : Matrix ι ι ℂ) :
    X = number a c ↔ (∀ p, X * c p - c p * X = c p) ∧ (∀ p, X * a p - a p * X = -a p) ∧
      X.trace = M * 2 ^ M / 2 := by
  constructor
  · rintro rfl
    exact ⟨number_comm_creation h, number_comm_annihilation h, trace_number h hcard⟩
  · rintro ⟨hc, ha, ht⟩
    obtain ⟨μ, rfl⟩ := (ladder_iff_number_add_const h hcard X).1 ⟨hc, ha⟩
    -- the trace fixes the additive constant
    rw [Matrix.trace_add, trace_number h hcard, Matrix.trace_smul, Matrix.trace_one, hcard,
      smul_eq_mul] at ht
    push_cast at ht
    have h0 : μ * 2 ^ M = 0 := by linear_combination ht
    have hμ : μ = 0 := (mul_eq_zero.mp h0).resolve_right (pow_ne_zero _ two_ne_zero)
    rw [hμ, zero_smul, add_zero]
```

Q: Does it survive $M=0$?

A: It does. The space is one-dimensional, there are no commutators to check, $N$ is the empty sum 0, and the trace condition makes the single entry of $X$ zero. For $M=1$, in the usual basis of empty and filled states, the commutators give $X=\operatorname{diag}(\mu,1+\mu)$, and trace 1 gives $\mu=0$.

Q: My $X$ is Hermitian and $c_p=a_p^\dagger$. Must I check both families?

A: One is enough. The adjoint of $Xa_p-a_pX=-a_p$ is $a_p^\dagger X-Xa_p^\dagger=-a_p^\dagger$, which is the creation commutator.

```lean
/-- On a space of dimension `2 ^ M` where the creation operators are the adjoints of the
annihilation operators, a Hermitian matrix with `[X, a p] = -a p` for all modes and trace `M * 2 ^ M
/ 2` is the number operator. -/
theorem hermitian_eq_number {a : Fin M → Matrix ι ι ℂ} (h : IsCAR a (fun p => (a p)ᴴ))
    (hcard : Fintype.card ι = 2 ^ M) {X : Matrix ι ι ℂ} (hH : X.IsHermitian)
    (ha : ∀ p, X * a p - a p * X = -a p) (ht : X.trace = M * 2 ^ M / 2) :
    X = number a (fun p => (a p)ᴴ) := by
  refine (eq_number_iff h hcard X).2 ⟨fun p => ?_, ha, ht⟩
  have e := congrArg Matrix.conjTranspose (ha p)
  rw [Matrix.conjTranspose_sub, Matrix.conjTranspose_mul, Matrix.conjTranspose_mul,
    Matrix.conjTranspose_neg, hH.eq] at e
  change X * (a p)ᴴ - (a p)ᴴ * X = (a p)ᴴ
  rw [← neg_sub, e, neg_neg]
```

Q: And if $X$ isn't known to be Hermitian?

A: Then the annihilation commutators and the trace can miss a pairing term. For $p\ne q$, take $N+a_pa_q$. The extra term is invisible to the commutators:
$$[a_pa_q,a_r]=a_p\{a_q,a_r\}-\{a_p,a_r\}a_q=0.$$
Its trace vanishes, since anticommutation and cyclicity give $\operatorname{tr}(a_pa_q)=-\operatorname{tr}(a_pa_q)$. Yet it isn't zero. If it were, then
$$a_q=\{a_p,c_p\}a_q=a_pc_pa_q+c_pa_pa_q=-a_pa_qc_p=0,$$
contradicting $\{a_q,c_q\}=1$ on a nonempty index type.

```lean
/-- On a nonzero space, for two distinct modes `p` and `q`, adding the pair term `a p * a q` to the
number operator changes neither its commutators with the annihilation operators nor its trace, yet
gives a different matrix. -/
theorem pair_term_counterexample [Nonempty ι] {a c : Fin M → Matrix ι ι ℂ} (h : IsCAR a c)
    {p q : Fin M} (hpq : p ≠ q) :
    (∀ r, (number a c + a p * a q) * a r - a r * (number a c + a p * a q) = -a r) ∧
      (number a c + a p * a q).trace = (number a c).trace ∧
      number a c + a p * a q ≠ number a c := by
  refine ⟨fun r => ?_, ?_, fun he => ?_⟩
  · calc (number a c + a p * a q) * a r - a r * (number a c + a p * a q)
        = (number a c * a r - a r * number a c)
          + (a p * (a q * a r + a r * a q) - (a p * a r + a r * a p) * a q) := by
          noncomm_ring
      _ = -a r := by
          rw [number_comm_annihilation h, h.aa, h.aa, mul_zero, zero_mul, sub_zero, add_zero]
  · have e := congrArg Matrix.trace (h.aa p q)
    rw [Matrix.trace_add, Matrix.trace_mul_comm (a q) (a p), Matrix.trace_zero] at e
    rw [Matrix.trace_add]
    linear_combination e / 2
  · -- a vanishing pair term would force `a q = 0`, against the relations of mode `q`
    have h0 : a p * a q = 0 := add_eq_left.mp he
    have hq : a q = 0 := by
      calc a q = (a p * c p + c p * a p) * a q := by rw [h.ac, if_pos rfl, one_mul]
        _ = a p * (a q * c p + c p * a q) - (a p * a q) * c p + c p * (a p * a q) := by
            noncomm_ring
        _ = 0 := by
            rw [h.ac, if_neg hpq.symm, h0, mul_zero, zero_mul, mul_zero, sub_zero, add_zero]
    have h1 := h.ac q q
    rw [hq, zero_mul, mul_zero, add_zero, if_pos rfl] at h1
    exact zero_ne_one h1
```

Q: Last doubt: does anything satisfy these relations?

A: Here are two Jordan–Wigner modes, in the basis $|00\rangle,|01\rangle,|10\rangle,|11\rangle$, with mode 0 written first. The entry $-1$ is the fermionic sign that mode 1 picks up when mode 0 is filled.

```lean
/-- The Jordan–Wigner annihilation matrices of two modes. -/
def jordanWigner : Fin 2 → Matrix (Fin 4) (Fin 4) ℂ :=
  ![!![0, 0, 1, 0; 0, 0, 0, 1; 0, 0, 0, 0; 0, 0, 0, 0],
    !![0, 1, 0, 0; 0, 0, 0, 0; 0, 0, 0, -1; 0, 0, 0, 0]]
```

The proof checks the annihilation and mixed relations entry by entry, using `fin_cases` and `simp`. The creation relations follow by taking adjoints.

```lean
/-- The two-mode Jordan–Wigner matrices and their adjoints satisfy the canonical
anticommutation relations. -/
theorem isCAR_witness : IsCAR jordanWigner (fun p => (jordanWigner p)ᴴ) := by
  have haa : ∀ p q, jordanWigner p * jordanWigner q + jordanWigner q * jordanWigner p = 0 := by
    intro p q
    fin_cases p <;> fin_cases q <;> ext i j <;> fin_cases i <;> fin_cases j <;>
      simp [jordanWigner]
  refine ⟨haa, fun p q => ?_, fun p q => ?_⟩
  · have e := congrArg Matrix.conjTranspose (haa q p)
    rwa [Matrix.conjTranspose_add, Matrix.conjTranspose_mul, Matrix.conjTranspose_mul,
      Matrix.conjTranspose_zero] at e
  · fin_cases p <;> fin_cases q <;> ext i j <;> fin_cases i <;> fin_cases j <;>
      simp only [Matrix.add_apply, Matrix.mul_apply, Matrix.conjTranspose_apply,
        Fin.sum_univ_four] <;>
      simp [jordanWigner]

end FermionNumberOperator
```

```lean
#print axioms FermionNumberOperator.ladder_iff_number_add_const
#print axioms FermionNumberOperator.hermitian_eq_number
#print axioms FermionNumberOperator.pair_term_counterexample
```

```
'FermionNumberOperator.ladder_iff_number_add_const' depends on axioms: [propext, Classical.choice, Quot.sound]
'FermionNumberOperator.hermitian_eq_number' depends on axioms: [propext, Classical.choice, Quot.sound]
'FermionNumberOperator.pair_term_counterexample' depends on axioms: [propext, Classical.choice, Quot.sound]
```
